# The energy of a normalised two-level superposition, measured from one level, is the level difference times the population outside that level

The theorem `two_level_error` concerns a linear operator `A` on a complex inner product space with a finite orthonormal basis of eigenvectors `v i` and real eigenvalues `l i`. For a normalised state `c • v g + d • v j`, it says that the energy minus `l g` equals `l j - l g` times one minus the population of level `g`. The attempt means to bring everything to one side and apply `energy_error_identity` with the reference energy `l j`, which leaves a sum over the levels other than `g`. Each term of that sum should vanish: for `i = j` the energy factor is zero, and for every other level the population is zero.

In Lean, a first try:

```lean
import Mathlib

open Finset

namespace TwoLevelError

noncomputable section

variable {ι E : Type*} [Fintype ι] [NormedAddCommGroup E] [InnerProductSpace ℂ E]

/-- The orthonormal basis `v` consists of eigenvectors of `A` with real eigenvalues `l`. -/
def IsEigenbasis (A : E →ₗ[ℂ] E) (v : OrthonormalBasis ι ℂ E) (l : ι → ℝ) : Prop :=
  ∀ i, A (v i) = (l i : ℂ) • v i

/-- The population of level `i` in the state `x`: the squared modulus of the overlap. -/
def population (v : OrthonormalBasis ι ℂ E) (x : E) (i : ι) : ℝ :=
  ‖inner ℂ (v i) x‖ ^ 2

/-- The energy of the state `x`: the real part of `⟨x, A x⟩`. -/
def energy (A : E →ₗ[ℂ] E) (x : E) : ℝ :=
  (inner ℂ x (A x)).re

variable {A : E →ₗ[ℂ] E} {v : OrthonormalBasis ι ℂ E} {l : ι → ℝ} {x : E}

/-- The product of an overlap with its reverse is the population of the level. -/
theorem overlap_mul_overlap (v : OrthonormalBasis ι ℂ E) (x : E) (i : ι) :
    inner ℂ x (v i) * inner ℂ (v i) x = (population v x i : ℂ) := by
  rw [← inner_conj_symm x (v i), mul_comm, Complex.mul_conj, Complex.normSq_eq_norm_sq,
    population]

/-- The populations of all levels add up to the squared norm of the state. -/
theorem sum_population (v : OrthonormalBasis ι ℂ E) (x : E) :
    ∑ i, population v x i = ‖x‖ ^ 2 := by
  have h := v.sum_inner_mul_inner x x
  have hx : inner ℂ x x = ((‖x‖ ^ 2 : ℝ) : ℂ) :=
    (inner_self_eq_norm_sq_to_K (𝕜 := ℂ) x).trans (Complex.ofReal_pow ‖x‖ 2).symm
  simp_rw [overlap_mul_overlap v x] at h
  rw [hx, ← Complex.ofReal_sum] at h
  exact Complex.ofReal_injective h

/-- Spectral expansion: `⟨x, A x⟩` is the real number obtained by weighting each eigenvalue
with the population of its level. -/
theorem inner_eq_sum (h : IsEigenbasis A v l) (x : E) :
    inner ℂ x (A x) = ((∑ i, l i * population v x i : ℝ) : ℂ) := by
  -- expand the state in the eigenbasis and let `A` act term by term
  have hAx : A x = ∑ i, inner ℂ (v i) x • ((l i : ℂ) • v i) := by
    conv_lhs => rw [← v.sum_repr' x]
    rw [map_sum]
    exact Finset.sum_congr rfl fun i _ => by rw [map_smul, h i]
  rw [hAx, inner_sum, Complex.ofReal_sum]
  refine Finset.sum_congr rfl fun i _ => ?_
  rw [inner_smul_right, inner_smul_right, Complex.ofReal_mul, ← overlap_mul_overlap v x i]
  ring

/-- For a unit vector `x`, the energy error relative to level `g`, less `c - l g` times the
population outside `g`, is the sum of `l i - c` over the other levels, weighted by population. -/
theorem energy_error_identity [DecidableEq ι] (h : IsEigenbasis A v l) (hx : ‖x‖ = 1)
    (g : ι) (c : ℝ) :
    energy A x - l g - (c - l g) * (1 - population v x g)
      = ∑ i ∈ univ.erase g, (l i - c) * population v x i := by
  -- the sum over all levels is the energy measured from `c`
  have total : ∑ i, (l i - c) * population v x i = energy A x - c := by
    rw [energy, inner_eq_sum h x, Complex.ofReal_re]
    simp_rw [sub_mul]
    rw [Finset.sum_sub_distrib, ← Finset.mul_sum, sum_population, hx]
    ring
  -- split off level `g`
  have split : (l g - c) * population v x g
      + ∑ i ∈ univ.erase g, (l i - c) * population v x i
      = ∑ i, (l i - c) * population v x i :=
    Finset.add_sum_erase _ (fun i => (l i - c) * population v x i) (mem_univ g)
  linear_combination -total - split

/-- For a normalised superposition of the eigenvectors `v g` and `v j`, the energy error is
exactly `l j - l g` times the population outside `g`. -/
theorem two_level_error (h : IsEigenbasis A v l) (g j : ι) (c d : ℂ)
    (hx : ‖c • v g + d • v j‖ = 1) :
    energy A (c • v g + d • v j) - l g
      = (l j - l g) * (1 - population v (c • v g + d • v j) g) := by
  classical
  rw [lower_bound_aux_sub, energy_error_identity h hx g (l j)]
  refine Finset.sum_eq_zero fun i hi => ?_
  by_cases hij : i = j
  · simp [hij]
  · -- levels other than `g` and `j` are empty
    have h1 : inner ℂ (v i) (v g) = 0 := v.orthonormal.2 (Finset.ne_of_mem_erase hi)
    have h2 : inner ℂ (v i) (v j) = 0 := v.orthonormal.2 hij
    simp [population, inner_add_right, inner_smul_right, h1, h2]

end

end TwoLevelError
```

The error:

```
Main.lean:81:6: error(lean.unknownIdentifier): Unknown identifier `lower_bound_aux_sub`
Main.lean:79:66: error: unsolved goals
ι : Type u_1
E : Type u_2
inst✝² : Fintype ι
inst✝¹ : NormedAddCommGroup E
inst✝ : InnerProductSpace ℂ E
A : E →ₗ[ℂ] E
v : OrthonormalBasis ι ℂ E
l : ι → ℝ
h : IsEigenbasis A v l
g j : ι
c d : ℂ
hx : ‖c • v g + d • v j‖ = 1
⊢ energy A (c • v g + d • v j) - l g = (l j - l g) * (1 - population v (c • v g + d • v j) g)
```

After these edits no error is left:

```diff
@@ -79,5 +79,5 @@
       = (l j - l g) * (1 - population v (c • v g + d • v j) g) := by
   classical
-  rw [lower_bound_aux_sub, energy_error_identity h hx g (l j)]
+  rw [← sub_eq_zero, energy_error_identity h hx g (l j)]
   refine Finset.sum_eq_zero fun i hi => ?_
   by_cases hij : i = j
@@ -86,5 +86,5 @@
     have h1 : inner ℂ (v i) (v g) = 0 := v.orthonormal.2 (Finset.ne_of_mem_erase hi)
     have h2 : inner ℂ (v i) (v j) = 0 := v.orthonormal.2 hij
-    simp [population, inner_add_right, inner_smul_right, h1, h2]
+    simp [population, h1, h2]
 
 end
```

Diagnosis. The first message says that Lean knows nothing by the name `lower_bound_aux_sub`: neither the file nor the imported Mathlib supplies it under that name. The second shows the theorem's original goal still unsolved, so the failed `rw` left no progress behind.

The missing step has to turn an equation `a = b` into `a - b = 0`. The left side of `energy_error_identity` is such a difference, with the population term already subtracted, and it does not occur in the goal as stated. Mathlib's `sub_eq_zero` says that `a - b = 0` holds exactly when `a = b`; rewriting with it backwards, as `← sub_eq_zero`, produces the difference. The identity then matches and turns the goal into a sum equal to zero, the form `Finset.sum_eq_zero` needs.

Dropping `inner_add_right` and `inner_smul_right` from the last `simp` call is mere tidying: no message concerns them, and the repaired file compiles without naming them there.
